# In a simplified ACBN0 model, the direct U is at most the largest repulsion times the square of the largest subspace weight

Take one occupied state with a single coefficient c on a single correlated orbital, and let V be the Coulomb repulsion of that orbital with itself. A simplified version of the ACBN0 recipe gives the state the weight N = |c|², forms the renormalised occupation p = N |c|² = N², and sets

    U = p² V / N² = N² V.

A state with a tenth of its weight on the orbital therefore gives a U that is a hundredth of V. But the numerator and the denominator both go to zero as the state leaves the orbital, and here I can see who wins only because everything cancels. With many states, several orbitals and an uneven V, could the ratio settle at some finite value instead? And if U does go to zero, how fast?

## The extra factor N_i beats the denominator

It goes to zero, at least as fast as the square of the largest weight, provided that the repulsions are nonnegative and bounded and that every state leaves the subspace.

Let i label the occupied states, m the orbitals of the subspace, and c_im the complex coefficient of state i on orbital m. The weight of state i in the subspace, the total weight and the renormalised occupations are

    N_i = ∑_m |c_im|²
    N   = ∑_i N_i
    p_m = ∑_i N_i |c_im|².

With direct repulsions V_mm' between the orbitals, the interaction is

    U = E / N²,   E = ∑_mm' p_m p_m' V_mm'.

If E were built from the ordinary occupations ∑_i |c_im|², which add up to N, the ratio would be a weighted average of the V_mm', and it would stay finite. The renormalised occupations carry one more factor N_i, and that factor makes U small.

Suppose that N > 0, that 0 ≤ V_mm' ≤ v for all pairs, and that N_i ≤ x for all states. Exchanging the two sums gives

    ∑_m p_m = ∑_i N_i ∑_m |c_im|² = ∑_i N_i².

All p_m are nonnegative, so replacing each V_mm' by v can only increase E:

    E ≤ v ∑_mm' p_m p_m' = v (∑_m p_m)² = v (∑_i N_i²)².

In each squared weight, one factor is at most x:

    ∑_i N_i² ≤ x ∑_i N_i = x N.

Both sides are nonnegative and v ≥ 0, so squaring gives E ≤ v x² N². Division by N² yields U ≤ x² v. Every term of E is nonnegative, so U ≥ 0 as well.

If all weights equal x and all V_mm' equal v, each inequality becomes an equality and U = x² v. The bound can't be improved without further information.

## How fast U falls, and when it doesn't

There is also a floor. Let n be the number of states and suppose that V_mm' ≥ w ≥ 0. The Cauchy–Schwarz inequality gives N² ≤ n ∑_i N_i², hence

    E ≥ w (∑_i N_i²)² ≥ w (N²/n)²
    U ≥ w (N/n)².

So for w > 0, U can't fall faster than the square of the mean weight per state. When all weights are equal, the floor and the ceiling scale in the same way, and the decay is quadratic.

For the limit itself, note that N_i ≤ N, so x = N is always allowed and 0 ≤ U ≤ N² v. If each of a fixed, finite number of weights tends to zero, so does N, and U follows.

Two states on one orbital show why every state has to leave. With weights a and b,

    U = V ((a² + b²)/(a + b))².

If b → 0 while a > 0 stays fixed, U tends to a² V and not to zero. The state that has left drops out of both sums, and the one that remains sets the value.

Within this model, a small computed U may therefore reflect a small projection of the states onto the chosen orbitals, even when the repulsion between those orbitals is strong.

## What the Lean statements say

The finite types `I` and `M` are the sets of states and orbitals, and `c : I → M → ℂ` holds the coefficients. Real coefficients are a special case. `weight c i` is N_i, `total c` is N, `renOcc c m` is p_m, and `repulsion c V` is E. The matrix `V : M → M → ℝ` is an arbitrary real matrix, with no symmetry required.

The interaction enters through a relation: `IsHubbardU c V U` says that U N² = E. For N > 0 this fixes U as the quotient E/N², which is the content of `isHubbardU_iff`. For N = 0 both sides are zero and any number U would satisfy the relation, so the theorems about U take `0 < total c` as a hypothesis. Physically, some state must have a nonzero component in the subspace before there is anything from which to compute U.

The main theorem, `hubbardU_bounds`, takes this positivity, the bounds 0 ≤ V_mm' ≤ v, the bound N_i ≤ x and the relation for U, and concludes `0 ≤ U ∧ U ≤ x ^ 2 * v`. The condition on V stands for the fact that the direct Coulomb repulsion of two orbital densities is nonnegative; v is any common upper bound on these integrals. The number of states doesn't appear in the result.

`hubbardU_eq_of_equal_weights` is the case of equality, and `hubbardU_lower_bound` is the floor, with `Fintype.card I` for n. In `hubbardU_tendsto_zero`, a parameter k in `κ` labels a family of coefficient sets, and the filter `l` specifies the limit taken, for instance k → ∞ or a lattice constant approaching some value. The total weight is positive for each k, although it tends to zero along the family. The sets of states and orbitals and the matrix V stay the same along the family.

The model is narrower than the ACBN0 functional. It keeps only the diagonal elements of the renormalised density matrix and the direct integrals V_mm', with neither exchange nor spin resolution, and it divides by the full N². ACBN0 leaves the same-spin pairs of an orbital with itself out of its denominator, so the ceiling x² v needn't hold there with the same constant. Every state counts as fully occupied, and the same orbitals define both N_i and p_m, whereas ACBN0 sums N_i over all atoms of the same type. A state spread over many equivalent atoms therefore has a small N_i here, but not necessarily in ACBN0. The coefficients are given numbers: they needn't come from a self-consistent calculation, the weights aren't required to be at most 1, and no overlap matrix for non-orthogonal orbitals appears.

```lean
import Mathlib

open Finset Filter Topology

namespace ACBN0Vanishing

noncomputable section

variable {I M : Type*} [Fintype I] [Fintype M]

/-- The weight `N_i = ∑_m |c_im|²` of state `i` in the subspace. -/
def weight (c : I → M → ℂ) (i : I) : ℝ := ∑ m, ‖c i m‖ ^ 2

/-- The total weight `N = ∑_i N_i` of all states in the subspace. -/
def total (c : I → M → ℂ) : ℝ := ∑ i, weight c i

/-- The renormalised occupation `p_m = ∑_i N_i |c_im|²` of orbital `m`. -/
def renOcc (c : I → M → ℂ) (m : M) : ℝ := ∑ i, weight c i * ‖c i m‖ ^ 2

/-- The direct repulsion `∑ p_m p_m' V_mm'` of the renormalised occupations. -/
def repulsion (c : I → M → ℂ) (V : M → M → ℝ) : ℝ :=
  ∑ m, ∑ m', renOcc c m * renOcc c m' * V m m'

/-- The relation `U N² = ∑ p_m p_m' V_mm'` between the effective interaction `U`
and the repulsion of the renormalised occupations. -/
def IsHubbardU (c : I → M → ℂ) (V : M → M → ℝ) (U : ℝ) : Prop :=
  U * total c ^ 2 = repulsion c V

/-- If the total weight is positive, the relation for `U` says that `U` is the
repulsion divided by the square of the total weight. -/
theorem isHubbardU_iff (c : I → M → ℂ) (V : M → M → ℝ) (U : ℝ) (hN : 0 < total c) :
    IsHubbardU c V U ↔ U = repulsion c V / total c ^ 2 :=
  (eq_div_iff (pow_pos hN 2).ne').symm

omit [Fintype I] in
/-- The weight of a state in the subspace is nonnegative. -/
lemma weight_nonneg (c : I → M → ℂ) (i : I) : 0 ≤ weight c i :=
  Finset.sum_nonneg fun _ _ => sq_nonneg _

/-- The renormalised occupation of an orbital is nonnegative. -/
lemma renOcc_nonneg (c : I → M → ℂ) (m : M) : 0 ≤ renOcc c m :=
  Finset.sum_nonneg fun i _ => mul_nonneg (weight_nonneg c i) (sq_nonneg _)

/-- The renormalised occupations add up to the sum of the squared weights. -/
theorem sum_renOcc (c : I → M → ℂ) : ∑ m, renOcc c m = ∑ i, weight c i ^ 2 := by
  simp only [renOcc]
  rw [Finset.sum_comm]
  refine Finset.sum_congr rfl fun i _ => ?_
  rw [← Finset.mul_sum]
  change weight c i * weight c i = _
  ring

/-- A larger interaction matrix gives a repulsion that is at least as large. -/
theorem repulsion_mono (c : I → M → ℂ) {V W : M → M → ℝ} (h : ∀ m m', V m m' ≤ W m m') :
    repulsion c V ≤ repulsion c W :=
  Finset.sum_le_sum fun m _ => Finset.sum_le_sum fun m' _ =>
    mul_le_mul_of_nonneg_left (h m m') (mul_nonneg (renOcc_nonneg c m) (renOcc_nonneg c m'))

/-- For an interaction `v` that is the same for all pairs of orbitals, the repulsion
is `v (∑_i N_i²)²`. -/
theorem repulsion_const (c : I → M → ℂ) (v : ℝ) :
    repulsion c (fun _ _ => v) = v * (∑ i, weight c i ^ 2) ^ 2 := by
  rw [← sum_renOcc c, sq, Finset.sum_mul_sum, Finset.mul_sum]
  unfold repulsion
  refine Finset.sum_congr rfl fun m _ => ?_
  rw [Finset.mul_sum]
  exact Finset.sum_congr rfl fun m' _ => by ring

/-- If the total weight is positive, every `V_mm'` lies between `0` and `v`, and every
state has weight at most `x`, then `U` lies between `0` and `x² v`. -/
theorem hubbardU_bounds {c : I → M → ℂ} {V : M → M → ℝ} {U v x : ℝ}
    (hN : 0 < total c) (hV0 : ∀ m m', 0 ≤ V m m') (hV : ∀ m m', V m m' ≤ v)
    (hx : ∀ i, weight c i ≤ x) (hU : IsHubbardU c V U) :
    0 ≤ U ∧ U ≤ x ^ 2 * v := by
  unfold IsHubbardU at hU
  have hN2 : 0 < total c ^ 2 := pow_pos hN 2
  constructor
  · refine le_of_mul_le_mul_right (?_ : 0 * total c ^ 2 ≤ U * total c ^ 2) hN2
    rw [hU, zero_mul]
    exact Finset.sum_nonneg fun m _ => Finset.sum_nonneg fun m' _ =>
      mul_nonneg (mul_nonneg (renOcc_nonneg c m) (renOcc_nonneg c m')) (hV0 m m')
  · -- a positive total weight needs at least one orbital, so `v` is nonnegative
    have hM : Nonempty M := by
      by_contra h
      rw [not_nonempty_iff] at h
      simp [total, weight] at hN
    obtain ⟨m⟩ := hM
    have hv : 0 ≤ v := (hV0 m m).trans (hV m m)
    -- one factor of each squared weight is bounded by `x`
    have hS : ∑ i, weight c i ^ 2 ≤ x * total c := by
      unfold total
      rw [Finset.mul_sum]
      refine Finset.sum_le_sum fun i _ => ?_
      rw [sq]
      exact mul_le_mul_of_nonneg_right (hx i) (weight_nonneg c i)
    have hS0 : 0 ≤ ∑ i, weight c i ^ 2 := Finset.sum_nonneg fun _ _ => sq_nonneg _
    refine le_of_mul_le_mul_right ?_ hN2
    calc U * total c ^ 2 = repulsion c V := hU
      _ ≤ repulsion c (fun _ _ => v) := repulsion_mono c hV
      _ = v * (∑ i, weight c i ^ 2) ^ 2 := repulsion_const c v
      _ ≤ v * (x * total c) ^ 2 :=
          mul_le_mul_of_nonneg_left (pow_le_pow_left₀ hS0 hS 2) hv
      _ = x ^ 2 * v * total c ^ 2 := by ring

/-- If the total weight is positive, all states have the same weight `x`, and the
interaction is `v` for all pairs of orbitals, then `U` equals `x² v`. -/
theorem hubbardU_eq_of_equal_weights {c : I → M → ℂ} {U v x : ℝ} (hN : 0 < total c)
    (hx : ∀ i, weight c i = x) (hU : IsHubbardU c (fun _ _ => v) U) :
    U = x ^ 2 * v := by
  unfold IsHubbardU at hU
  have hS : ∑ i, weight c i ^ 2 = x * total c := by
    unfold total
    rw [Finset.mul_sum]
    exact Finset.sum_congr rfl fun i _ => by rw [hx i, sq]
  rw [repulsion_const, hS] at hU
  refine mul_right_cancel₀ (pow_pos hN 2).ne' ?_
  linear_combination hU

/-- If the total weight is positive and every `V_mm'` is at least `w ≥ 0`, then `U` is at
least `w` times the square of the mean weight per state. -/
theorem hubbardU_lower_bound {c : I → M → ℂ} {V : M → M → ℝ} {U w : ℝ}
    (hN : 0 < total c) (hw : 0 ≤ w) (hV : ∀ m m', w ≤ V m m') (hU : IsHubbardU c V U) :
    w * (total c / Fintype.card I) ^ 2 ≤ U := by
  have hI : Nonempty I := by
    by_contra h
    rw [not_nonempty_iff] at h
    simp [total] at hN
  have hn : (0 : ℝ) < Fintype.card I := by exact_mod_cast Fintype.card_pos
  -- Cauchy-Schwarz for the weights
  have hCS : total c ^ 2 ≤ Fintype.card I * ∑ i, weight c i ^ 2 :=
    sq_sum_le_card_mul_sum_sq (s := Finset.univ) (f := weight c)
  have hS : total c / Fintype.card I * total c ≤ ∑ i, weight c i ^ 2 := by
    rw [div_mul_eq_mul_div, div_le_iff₀ hn]
    linarith [hCS, sq (total c), mul_comm (Fintype.card I : ℝ) (∑ i, weight c i ^ 2)]
  have h0 : 0 ≤ total c / Fintype.card I * total c := by positivity
  refine le_of_mul_le_mul_right ?_ (pow_pos hN 2)
  calc w * (total c / Fintype.card I) ^ 2 * total c ^ 2
      = w * (total c / Fintype.card I * total c) ^ 2 := by ring
    _ ≤ w * (∑ i, weight c i ^ 2) ^ 2 :=
        mul_le_mul_of_nonneg_left (pow_le_pow_left₀ h0 hS 2) hw
    _ = repulsion c (fun _ _ => w) := (repulsion_const c w).symm
    _ ≤ repulsion c V := repulsion_mono c hV
    _ = U * total c ^ 2 := hU.symm

/-- Let the total weight stay positive and every `V_mm'` lie between `0` and `v`. If the
weight of each state in the subspace tends to zero, then `U` tends to zero. -/
theorem hubbardU_tendsto_zero {κ : Type*} {l : Filter κ} {c : κ → I → M → ℂ}
    {V : M → M → ℝ} {U : κ → ℝ} {v : ℝ} (hN : ∀ k, 0 < total (c k))
    (hV0 : ∀ m m', 0 ≤ V m m') (hV : ∀ m m', V m m' ≤ v)
    (hU : ∀ k, IsHubbardU (c k) V (U k))
    (hc : ∀ i, Tendsto (fun k => weight (c k) i) l (𝓝 0)) :
    Tendsto U l (𝓝 0) := by
  have ht : Tendsto (fun k => total (c k)) l (𝓝 0) := by
    simpa [total] using tendsto_finsetSum Finset.univ (fun i _ => hc i)
  -- each weight is at most the total weight, which serves as the bound `x`
  have hb : ∀ k, 0 ≤ U k ∧ U k ≤ total (c k) ^ 2 * v := fun k =>
    hubbardU_bounds (hN k) hV0 hV
      (fun i => Finset.single_le_sum (f := weight (c k))
        (fun j _ => weight_nonneg (c k) j) (Finset.mem_univ i)) (hU k)
  have hlim : Tendsto (fun k => total (c k) ^ 2 * v) l (𝓝 0) := by
    simpa using (ht.pow 2).mul_const v
  exact squeeze_zero (fun k => (hb k).1) (fun k => (hb k).2) hlim

end

end ACBN0Vanishing
```

```lean
#print axioms ACBN0Vanishing.repulsion_mono
-- 'ACBN0Vanishing.repulsion_mono' depends on axioms: [propext, Classical.choice, Quot.sound]
#print axioms ACBN0Vanishing.hubbardU_eq_of_equal_weights
-- 'ACBN0Vanishing.hubbardU_eq_of_equal_weights' depends on axioms: [propext, Classical.choice, Quot.sound]
#print axioms ACBN0Vanishing.hubbardU_lower_bound
-- 'ACBN0Vanishing.hubbardU_lower_bound' depends on axioms: [propext, Classical.choice, Quot.sound]
#print axioms ACBN0Vanishing.hubbardU_tendsto_zero
-- 'ACBN0Vanishing.hubbardU_tendsto_zero' depends on axioms: [propext, Classical.choice, Quot.sound]
```

## From the exchanged sums to the squeeze

`weight_nonneg` and `renOcc_nonneg` supply the signs on which all the inequalities rest. `sum_renOcc` is the identity ∑_m p_m = ∑_i N_i². There `Finset.sum_comm` exchanges the sums, and `Finset.mul_sum`, used backwards, takes N_i out of the sum over m, so that what remains is N_i times N_i.

The second step of the derivation is split in two. `repulsion_mono` says that E grows with V: it compares the double sums term by term, multiplying `V m m' ≤ W m m'` by the nonnegative product p_m p_m'. `repulsion_const` evaluates E for a constant interaction, using `Finset.sum_mul_sum` to write the square of a sum as a double sum. Both lemmas serve the ceiling and the floor alike.

In `hubbardU_bounds`, no division takes place. Each of the two inequalities is first multiplied by N², and `le_of_mul_le_mul_right` then cancels this positive factor. For 0 ≤ U, the relation replaces U N² by E, which is a sum of nonnegative terms. For the upper bound, the proof first shows that v ≥ 0: a positive total weight requires at least one orbital m, and for it 0 ≤ V_mm ≤ v. The step `hS` is ∑_i N_i² ≤ x N, and the `calc` block runs through the chain

    U N² = E ≤ v (∑_i N_i²)² ≤ v (x N)² = x² v N².

The sign of v matters in the last inequality of this chain. With one state, one orbital and V = v = −1, U is −N², and the claimed ceiling −x² fails as soon as x > N.

For equal weights, `hubbardU_eq_of_equal_weights` turns `hS` into an equation, inserts it into the formula for constant V and cancels N² with `mul_right_cancel₀`.

`hubbardU_lower_bound` obtains Cauchy–Schwarz from Mathlib's `sq_sum_le_card_mul_sum_sq`. Its own `hS` is that inequality divided by n, in the form (N/n) N ≤ ∑_i N_i². The `calc` block then squares it, multiplies by w, recognises the repulsion for constant interaction w, and passes to V by `repulsion_mono`.

The limit theorem first shows in `ht` that N tends to zero, as a finite sum of weights that do. `Finset.single_le_sum` provides N_i ≤ N, so `hubbardU_bounds` applies with x = N for each k. Then U lies between zero and N² v, which itself tends to zero, and `squeeze_zero` concludes.
